# Surface stress from a slab at least as thick as its interaction range

A crystal slab has two faces, and straining it in its plane changes the energy of the interior as well as that of the faces. To obtain a surface stress, one takes the strain derivative of the slab energy and assigns half to each face; if the two faces are not equivalent, this half is their mean. With no bulk term subtracted, this makes sense only if the interior contributes nothing and the result doesn't depend on the number of layers. For identical, unrelaxed layers that interact pair by pair over a finite range, both follow when the bulk energy is stationary at zero strain and the number of layers is at least the range, counted in layers.

## Energies of the slab and the bulk

The strain $\varepsilon$ lies in a real normed space $V$: the real line for a single component, or a space of strain tensors. A derivative with respect to $\varepsilon$ is then a continuous linear functional on $V$, written `V →L[ℝ] ℝ`.

```lean
import Mathlib

open Finset

namespace SlabSurfaceStress

noncomputable section

variable {V : Type*} [NormedAddCommGroup V] [NormedSpace ℝ V]
```

Let $w_0(\varepsilon)$ be the energy of one layer and $w_d(\varepsilon)$ that of a pair of layers $d$ apart. With layers numbered from $0$ and interaction range $m$, a slab of $N$ layers has energy
$$E_N(\varepsilon)=N\,w_0(\varepsilon)+\sum_{\substack{0\le i<j<N\\ j-i\le m}}w_{j-i}(\varepsilon).$$
The same functions $w_d$ apply at the faces and in the interior, so the model leaves out relaxation and reconstruction of the surface layers.

```lean
/-- Strain energy of a slab of `N` layers: `w 0` for each layer, and `w (j - i)` for each
pair of layers `i < j` at most `m` layers apart. -/
def slabEnergy (w : ℕ → V → ℝ) (m N : ℕ) (ε : V) : ℝ :=
  N * w 0 ε + ∑ j ∈ range N, ∑ i ∈ range j, if j - i ≤ m then w (j - i) ε else 0
```

In the bulk, each layer can be assigned one pair for each separation, say the pair with its partner above. The energy per layer is
$$B(\varepsilon)=w_0(\varepsilon)+\sum_{d=1}^{m}w_d(\varepsilon).$$

```lean
/-- Bulk strain energy per layer: the layer's own energy and one pair for each separation
from `1` to `m`. -/
def bulkEnergy (w : ℕ → V → ℝ) (m : ℕ) (ε : V) : ℝ :=
  w 0 ε + ∑ d ∈ Icc 1 m, w d ε
```

The candidate for the surface stress of one face is
$$\sigma(\varepsilon)=-\tfrac12\sum_{d=1}^{m}d\,w_d'(\varepsilon).$$
It is the strain derivative of an energy of the whole face; division by the face area would give the usual surface stress, an energy per area.

```lean
/-- Surface stress of one face, not divided by the face area: minus one half of the sum of
the pair-energy derivatives, each weighted by the separation of the pair. -/
def surfaceStress (w : ℕ → V → ℝ) (m : ℕ) (ε : V) : V →L[ℝ] ℝ :=
  (-(1 / 2) : ℝ) • ∑ d ∈ Icc 1 m, (d : ℝ) • fderiv ℝ (w d) ε
```

## Counting pairs

Place a new layer, number $N$, on top of $N$ layers. Its partner $i$ lies at distance $d=N-i$, so each $d\le\min(m,N)$ with $d\ge1$ occurs once. The proof makes this substitution with `Finset.sum_nbij'`, and `omega` checks the inequalities.

```lean
/-- A layer placed on top of `N` layers forms one pair for each separation `d ≤ m` that
fits into the slab. -/
theorem new_layer_pairs (m N : ℕ) (f : ℕ → ℝ) :
    (∑ i ∈ range N, if N - i ≤ m then f (N - i) else 0) =
      ∑ d ∈ Icc 1 m, if d ≤ N then f d else 0 := by
  rw [← Finset.sum_filter, ← Finset.sum_filter]
  -- exchange the position of the partner layer for its distance from the new layer
  refine Finset.sum_nbij' (fun i => N - i) (fun d => N - d) ?_ ?_ ?_ ?_ ?_
  · intro i hi
    simp only [mem_filter, mem_range, mem_Icc] at hi ⊢
    omega
  · intro d hd
    simp only [mem_filter, mem_range, mem_Icc] at hd ⊢
    omega
  · intro i hi
    simp only [mem_filter, mem_range] at hi ⊢
    omega
  · intro d hd
    simp only [mem_filter, mem_Icc] at hd ⊢
    omega
  · intro i _
    rfl
```

Adding layers one at a time therefore gives $N-d$ pairs of separation $d$, or none if $d>N$. In the induction step, the count rises by one if $d\le N$ and stays at zero otherwise. Subtraction of natural numbers in Lean stops at zero, so `N - d` covers both cases.

```lean
/-- In a slab of `N` layers the separation `d` occurs `N - d` times, and not at all
if `d` exceeds `N`. -/
theorem pair_sum_by_separation (m N : ℕ) (f : ℕ → ℝ) :
    (∑ j ∈ range N, ∑ i ∈ range j, if j - i ≤ m then f (j - i) else 0) =
      ∑ d ∈ Icc 1 m, ((N - d : ℕ) : ℝ) * f d := by
  induction N with
  | zero => simp
  | succ N ih =>
    rw [Finset.sum_range_succ, ih, new_layer_pairs, ← Finset.sum_add_distrib]
    refine Finset.sum_congr rfl fun d _ => ?_
    by_cases h : d ≤ N
    · have h1 : N + 1 - d = (N - d) + 1 := by omega
      rw [if_pos h, h1, Nat.cast_add, Nat.cast_one]
      ring
    · have h1 : N + 1 - d = 0 := by omega
      have h2 : N - d = 0 := by omega
      rw [if_neg h, h1, h2]
      simp
```

If $N\ge m$, every $d$ in the sum satisfies $d\le N$, and $N-d$ is an ordinary difference. Hence
$$E_N=N w_0+\sum_{d=1}^{m}(N-d)\,w_d=N B-\sum_{d=1}^{m}d\,w_d .$$
The last sum is the energy of the pairs that the slab lacks compared with $N$ bulk layers. Cutting the slab out of the bulk severs $d$ pairs of separation $d$ at each face, and half of each severed pair is counted to the slab, which makes $d$ pairs for the two faces together.

```lean
omit [NormedAddCommGroup V] [NormedSpace ℝ V] in
/-- For `N ≥ m` the slab energy is `N` times the bulk energy per layer minus the energy of the pairs
missing compared with `N` bulk layers, `d` pairs for each separation `d ≤ m`. -/
theorem slabEnergy_eq (w : ℕ → V → ℝ) {m N : ℕ} (hN : m ≤ N) (ε : V) :
    slabEnergy w m N ε = N * bulkEnergy w m ε - ∑ d ∈ Icc 1 m, (d : ℝ) * w d ε := by
  have h1 := pair_sum_by_separation m N (fun d => w d ε)
  have h2 : ∑ d ∈ Icc 1 m, ((N - d : ℕ) : ℝ) * w d ε =
      N * ∑ d ∈ Icc 1 m, w d ε - ∑ d ∈ Icc 1 m, (d : ℝ) * w d ε := by
    rw [Finset.mul_sum, ← Finset.sum_sub_distrib]
    refine Finset.sum_congr rfl fun d hd => ?_
    rw [Nat.cast_sub ((mem_Icc.mp hd).2.trans hN)]
    ring
  simp only [slabEnergy, bulkEnergy]
  linear_combination h1 + h2
```

## Differentiating the split energy

If $w_0,\dots,w_m$ are differentiable at $\varepsilon$, then term by term
$$E_N'(\varepsilon)=N B'(\varepsilon)-\sum_{d=1}^{m}d\,w_d'(\varepsilon)=N B'(\varepsilon)+2\sigma(\varepsilon).$$
The proof replaces $E_N$ by the split form, differentiates, and collects the terms with `module`.

```lean
/-- For `N ≥ m`, at any strain where `w 0, …, w m` are differentiable, the derivative of the slab
energy is `N` times the bulk derivative per layer plus twice the surface stress of one face. -/
theorem hasFDerivAt_slabEnergy (w : ℕ → V → ℝ) {m N : ℕ} (hN : m ≤ N) (ε : V)
    (hw : ∀ d ≤ m, DifferentiableAt ℝ (w d) ε) :
    HasFDerivAt (slabEnergy w m N)
      ((N : ℝ) • fderiv ℝ (bulkEnergy w m) ε + (2 : ℝ) • surfaceStress w m ε) ε := by
  have hb : DifferentiableAt ℝ (bulkEnergy w m) ε := by
    show DifferentiableAt ℝ (fun x => w 0 x + ∑ d ∈ Icc 1 m, w d x) ε
    exact (hw 0 (Nat.zero_le m)).fun_add
      (DifferentiableAt.fun_sum fun d hd => hw d (mem_Icc.mp hd).2)
  have hs : HasFDerivAt (fun x => ∑ d ∈ Icc 1 m, (d : ℝ) * w d x)
      (∑ d ∈ Icc 1 m, (d : ℝ) • fderiv ℝ (w d) ε) ε :=
    HasFDerivAt.fun_sum fun d hd =>
      (hw d (mem_Icc.mp hd).2).hasFDerivAt.const_mul (d : ℝ)
  have he : slabEnergy w m N =
      fun x => N * bulkEnergy w m x - ∑ d ∈ Icc 1 m, (d : ℝ) * w d x :=
    funext (slabEnergy_eq w hN)
  -- differentiate the split into bulk and surface parts
  rw [he]
  refine ((hb.hasFDerivAt.const_mul (N : ℝ)).fun_sub hs).congr_fderiv ?_
  simp only [surfaceStress]
  module
```

Now let $w_0,\dots,w_m$ be differentiable at zero strain and assume $B'(0)=0$: the bulk crystal carries no stress at the reference geometry, for the strains in $V$. Then
$$\tfrac12E_N'(0)=-\tfrac12\sum_{d=1}^{m}d\,w_d'(0),$$
and $N$ has disappeared from the right-hand side.

```lean
/-- If the bulk energy is stationary at zero strain, half the derivative of the slab energy
there is `-(1/2) ∑ d w_d'(0)`, for every thickness `N ≥ m`. -/
theorem half_slab_derivative (w : ℕ → V → ℝ) {m N : ℕ} (hN : m ≤ N)
    (hw : ∀ d ≤ m, DifferentiableAt ℝ (w d) 0)
    (hbulk : fderiv ℝ (bulkEnergy w m) 0 = 0) :
    (1 / 2 : ℝ) • fderiv ℝ (slabEnergy w m N) 0 =
      (-(1 / 2) : ℝ) • ∑ d ∈ Icc 1 m, (d : ℝ) • fderiv ℝ (w d) 0 := by
  rw [(hasFDerivAt_slabEnergy w hN 0 hw).fderiv, hbulk]
  simp only [surfaceStress]
  module
```

For one strain component, evaluating these functionals on the unit strain turns them into ordinary derivatives.

```lean
/-- For a single strain component, with `w 0, …, w m` differentiable and the bulk energy stationary
at zero strain, half the ordinary derivative of the slab energy there is `-(1/2) ∑ d w_d'(0)`, for
every thickness `N ≥ m`. -/
theorem half_slab_deriv (w : ℕ → ℝ → ℝ) {m N : ℕ} (hN : m ≤ N)
    (hw : ∀ d ≤ m, DifferentiableAt ℝ (w d) 0)
    (hbulk : deriv (bulkEnergy w m) 0 = 0) :
    1 / 2 * deriv (slabEnergy w m N) 0 =
      -(1 / 2) * ∑ d ∈ Icc 1 m, (d : ℝ) * deriv (w d) 0 := by
  have hb : fderiv ℝ (bulkEnergy w m) 0 = 0 := by
    apply ContinuousLinearMap.ext_ring
    exact hbulk
  -- evaluate the linear functionals on the unit strain
  have h := congrArg (fun L : ℝ →L[ℝ] ℝ => L 1) (half_slab_derivative w hN hw hb)
  simpa [_root_.sum_apply] using h
```

As an example, take $m=2$ and $w_0'(0)=1$, $w_1'(0)=2$, $w_2'(0)=-3$ in some energy unit, so that $B'(0)=0$. The formula gives $-\tfrac12(2-6)=2$. Direct counting gives $\tfrac12(3\cdot1+2\cdot2-3)=2$ for three layers and $\tfrac12(4\cdot1+3\cdot2-2\cdot3)=2$ for four.

## Residual bulk stress and slabs that are too thin

If $w_0,\dots,w_m$ are differentiable at $\varepsilon$, subtraction for two thicknesses $N\ne N'$, both at least $m$, gives
$$E_N'(\varepsilon)-E_{N'}'(\varepsilon)=(N-N')\,B'(\varepsilon).$$
The derivatives agree exactly when $B'(\varepsilon)=0$. In a slab calculation described by this finite-range model of identical layers, a half slab derivative that drifts linearly with thickness for $N\ge m$ thus signals a residual in-plane stress in the bulk.

```lean
/-- Two slabs of different thickness, both at least `m` layers, have the same energy
derivative at a given strain exactly when the bulk energy is stationary there. -/
theorem thickness_independent_iff (w : ℕ → V → ℝ) {m N N' : ℕ} (hN : m ≤ N)
    (hN' : m ≤ N') (hne : N ≠ N') (ε : V) (hw : ∀ d ≤ m, DifferentiableAt ℝ (w d) ε) :
    fderiv ℝ (slabEnergy w m N) ε = fderiv ℝ (slabEnergy w m N') ε ↔
      fderiv ℝ (bulkEnergy w m) ε = 0 := by
  rw [(hasFDerivAt_slabEnergy w hN ε hw).fderiv, (hasFDerivAt_slabEnergy w hN' ε hw).fderiv]
  constructor
  · intro h
    have h0 : ((N : ℝ) - N') • fderiv ℝ (bulkEnergy w m) ε = 0 := by
      linear_combination (norm := module) h
    exact (smul_eq_zero.mp h0).resolve_left (sub_ne_zero.mpr (by exact_mod_cast hne))
  · intro h
    rw [h]
    simp
```

The condition $N\ge m$ matters too. Take $w_1(\varepsilon)=\varepsilon$, $w_2(\varepsilon)=-\varepsilon$ and all other $w_d=0$. This is not a realistic crystal, since only terms linear in the strain are kept; adding quadratic elastic terms would not change the derivatives at zero strain.

```lean
/-- Model energies linear in the strain: slope `1` for neighbouring layers, slope `-1` for
second neighbours, and zero otherwise. -/
def linearModel (d : ℕ) (ε : ℝ) : ℝ :=
  (if d = 1 then 1 else if d = 2 then -1 else 0) * ε
```

With $m=2$, the bulk energy vanishes identically. A single layer has no pairs, so $\tfrac12E_1'(0)=0$, whereas the formula gives $-\tfrac12(1-2)=\tfrac12$: it subtracts two second-neighbour pairs, but the bulk energy of one layer contains only one.

```lean
/-- In the linear model with range `m = 2` the bulk is stationary, yet for a single layer
half the slab derivative is `0` while the surface formula gives `1/2`. -/
theorem thin_slab_counterexample :
    deriv (bulkEnergy linearModel 2) 0 = 0 ∧
      1 / 2 * deriv (slabEnergy linearModel 2 1) 0 = 0 ∧
      -(1 / 2) * ∑ d ∈ Icc (1 : ℕ) 2, (d : ℝ) * deriv (linearModel d) 0 = 1 / 2 := by
  have hI : Icc 1 2 = ({1, 2} : Finset ℕ) := by decide
  have hd : ∀ d : ℕ, deriv (linearModel d) 0 =
      if d = 1 then 1 else if d = 2 then -1 else 0 := by
    intro d
    have h := (hasDerivAt_id' (0 : ℝ)).const_mul
      (if d = 1 then (1 : ℝ) else if d = 2 then -1 else 0)
    rw [mul_one] at h
    exact HasDerivAt.deriv h
  have hb : bulkEnergy linearModel 2 = fun _ => 0 := by
    funext x
    simp [bulkEnergy, hI, linearModel]
  have hs : slabEnergy linearModel 2 1 = fun _ => 0 := by
    funext x
    simp [slabEnergy, linearModel]
  refine ⟨by rw [hb]; simp, by rw [hs]; simp, ?_⟩
  rw [hI, Finset.sum_pair (by norm_num), hd, hd]
  norm_num

end

end SlabSurfaceStress
```

```lean
#print axioms SlabSurfaceStress.half_slab_deriv
-- 'SlabSurfaceStress.half_slab_deriv' depends on axioms: [propext, Classical.choice, Quot.sound]
#print axioms SlabSurfaceStress.thickness_independent_iff
-- 'SlabSurfaceStress.thickness_independent_iff' depends on axioms: [propext, Classical.choice, Quot.sound]
#print axioms SlabSurfaceStress.thin_slab_counterexample
-- 'SlabSurfaceStress.thin_slab_counterexample' depends on axioms: [propext, Classical.choice, Quot.sound]
```
